# The energy of a determinant of linearly independent real states on a finite configuration space

Let \(X\) be a finite set of configurations, each describing the whole system, and let \(n\) be a finite index set with \(K\) elements. States are real functions \(\psi_j:X\to\mathbb R\), \(j\in n\), with inner product \(\langle f,g\rangle=\sum_{x\in X}f(x)g(x)\), written `⬝ᵥ` in Lean. The Hamiltonian is a real matrix \(H(x,y)\), acting by \((Hf)(x)=\sum_y H(x,y)f(y)\), written `*ᵥ`. For a Hermitian Hamiltonian this matrix is symmetric, but the proofs do not use that.

```lean
import Mathlib

open Matrix

namespace DeterminantExcitedStates

noncomputable section

variable {n X : Type*} [Fintype n] [DecidableEq n] [Fintype X]
```

The total ansatz takes one configuration \(x_i\) for each state:
\[
\Psi(x)=\det[\psi_j(x_i)].
\]
Its rows belong to copies of the system, not to single electrons.

```lean
/-- The total ansatz `Ψ(x) = det [ψ_j(x_i)]`, a function of one configuration per state. -/
def totalAnsatz (ψ : n → X → ℝ) (x : n → X) : ℝ :=
  det (of fun i j => ψ j (x i))
```

The overlap matrix is \(S_{ij}=\langle\psi_i,\psi_j\rangle\). The states need not be normalised or orthogonal.

```lean
/-- The overlap matrix `S_ij = ⟨ψ_i, ψ_j⟩`. -/
def overlap (ψ : n → X → ℝ) : Matrix n n ℝ :=
  of fun i j => ψ i ⬝ᵥ ψ j
```

The Hamiltonian matrix is \(E_{ij}=\langle\psi_i,H\psi_j\rangle\).

```lean
/-- The Hamiltonian matrix `⟨ψ_i, H ψ_j⟩` between the single states. -/
def energyMatrix (H : Matrix X X ℝ) (ψ : n → X → ℝ) : Matrix n n ℝ :=
  of fun i j => ψ i ⬝ᵥ (H *ᵥ ψ j)
```

The total Hamiltonian \(\mathcal H\) acts on one copy at a time, with no coupling between copies:
\[
(\mathcal H\Phi)(x)=\sum_k\sum_y H(x_k,y)\,\Phi(x\text{ with }x_k\to y).
\]
`Function.update` makes the replacement.

```lean
/-- The total Hamiltonian: `H` acts on each copy of the system in turn, and the results
are summed. -/
def totalHamiltonian (H : Matrix X X ℝ) (Φ : (n → X) → ℝ) (x : n → X) : ℝ :=
  ∑ k, ∑ y, H (x k) y * Φ (Function.update x k y)
```

The Rayleigh quotient is \(\langle\Phi,\mathcal H\Phi\rangle/\langle\Phi,\Phi\rangle\), with sums over all \(x\in X^n\).

```lean
/-- The Rayleigh quotient of the total Hamiltonian, for a nonzero function `Φ`. -/
def rayleigh (H : Matrix X X ℝ) (Φ : (n → X) → ℝ) : ℝ :=
  (Φ ⬝ᵥ totalHamiltonian H Φ) / (Φ ⬝ᵥ Φ)
```

## Three determinant identities

Expanding with one factor from each row,
\[
\det M=\sum_\sigma \operatorname{sgn}\sigma\prod_i M_{i\,\sigma(i)}.
\]

```lean
/-- The determinant as a signed sum over permutations, with one factor from each row. -/
theorem det_rows (M : Matrix n n ℝ) :
    M.det = ∑ σ : Equiv.Perm n, ((Equiv.Perm.sign σ : ℤ) : ℝ) * ∏ i, M i (σ i) := by
  rw [← det_transpose, det_apply']
  rfl
```

If row \(k\) is replaced by \(b\), expansion along that row gives \(\sum_j b_j\,\operatorname{adj}(M)_{jk}\), where \(\operatorname{adj}\) is the adjugate, the transposed cofactor matrix.

```lean
/-- Replacing row `k` of a matrix by `b` gives a determinant linear in `b`, with the
cofactors as coefficients. -/
theorem det_updateRow_expand (M : Matrix n n ℝ) (k : n) (b : n → ℝ) :
    (M.updateRow k b).det = ∑ j, b j * M.adjugate j k := by
  rw [← cramer_transpose_apply, cramer_eq_adjugate_mulVec, ← adjugate_transpose]
  simp only [mulVec, dotProduct, transpose_apply]
  exact Finset.sum_congr rfl fun j _ => mul_comm _ _
```

Permuting rows costs a sign, and \((\operatorname{sgn}\sigma)^2=1\), so \(\operatorname{sgn}\sigma\,\det[A_{\sigma(i)j}]=\det A\).

```lean
/-- Permuting the rows of a matrix changes its determinant by the sign of the permutation. -/
theorem sign_mul_det_perm (σ : Equiv.Perm n) (A : Matrix n n ℝ) :
    ((Equiv.Perm.sign σ : ℤ) : ℝ) * det (of fun i j => A (σ i) j) = A.det := by
  have hs : ((Equiv.Perm.sign σ : ℤ) : ℝ) * ((Equiv.Perm.sign σ : ℤ) : ℝ) = 1 := by
    rcases Int.units_eq_one_or (Equiv.Perm.sign σ) with h | h <;> simp [h]
  change _ * (A.submatrix σ id).det = _
  rw [det_permute, ← mul_assoc, hs, one_mul]
```

## Summing over all copies

For one-copy functions \(c_i\) and \(g_{ij}\), the sum over \(x\) factorises:
\[
\sum_x\prod_i c_i(x_i)\det[g_{ij}(x_i)]
=\sum_\tau\operatorname{sgn}\tau\prod_i\langle c_i,g_{i\tau(i)}\rangle
=\det[\langle c_i,g_{ij}\rangle].
\]
This is `key` in the proof. Expanding \(\Psi\) over permutations and setting \(c_i=\psi_{\sigma(i)}\) gives
\[
\sum_x\Psi(x)\det[g_{ij}(x_i)]=\sum_\sigma\operatorname{sgn}\sigma\,\det[\langle\psi_{\sigma(i)},g_{ij}\rangle].
\]

```lean
/-- The inner product of the total ansatz with a determinant whose row `i` depends only on
copy `i` is a signed sum of determinants of one-copy inner products. -/
theorem ansatz_pairing (ψ : n → X → ℝ) (g : n → n → X → ℝ) :
    ∑ x : n → X, totalAnsatz ψ x * det (of fun i j => g i j (x i)) =
      ∑ σ : Equiv.Perm n, ((Equiv.Perm.sign σ : ℤ) : ℝ) *
        det (of fun i j => ψ (σ i) ⬝ᵥ g i j) := by
  -- a product of one-copy functions can be summed row by row
  have key : ∀ c : n → X → ℝ,
      ∑ x : n → X, (∏ i, c i (x i)) * det (of fun i j => g i j (x i)) =
        det (of fun i j => c i ⬝ᵥ g i j) := by
    intro c
    simp only [det_rows, of_apply, dotProduct, Finset.mul_sum]
    rw [Finset.sum_comm]
    refine Finset.sum_congr rfl fun σ _ => ?_
    rw [Finset.prod_univ_sum, Fintype.piFinset_univ, Finset.mul_sum]
    refine Finset.sum_congr rfl fun x _ => ?_
    rw [Finset.prod_mul_distrib]
    ring
  have h : ∀ x, totalAnsatz ψ x =
      ∑ σ : Equiv.Perm n, ((Equiv.Perm.sign σ : ℤ) : ℝ) * ∏ i, ψ (σ i) (x i) :=
    fun x => det_rows _
  simp only [h, Finset.sum_mul]
  rw [Finset.sum_comm]
  refine Finset.sum_congr rfl fun σ _ => ?_
  rw [← key (fun i => ψ (σ i)), Finset.mul_sum]
  exact Finset.sum_congr rfl fun x _ => mul_assoc _ _ _
```

Take \(g_{ij}=\psi_j\). Each of the \(K!\) terms is \(\operatorname{sgn}\sigma\det[S_{\sigma(i)j}]=\det S\), hence \(\langle\Psi,\Psi\rangle=K!\det S\).

```lean
/-- The squared norm of the total ansatz is `K! det S`, for any `K` real states. -/
theorem ansatz_norm_sq (ψ : n → X → ℝ) :
    totalAnsatz ψ ⬝ᵥ totalAnsatz ψ =
      ((Fintype.card n).factorial : ℝ) * (overlap ψ).det := by
  refine (ansatz_pairing ψ (fun _ j => ψ j)).trans ?_
  refine (Finset.sum_congr rfl fun σ _ => sign_mul_det_perm σ (overlap ψ)).trans ?_
  simp only [Finset.sum_const, Finset.card_univ, Fintype.card_perm, nsmul_eq_mul]
```

## The Hamiltonian replaces one row

Changing \(x_k\) to \(y\) changes only row \(k\), to \(\psi_j(y)\). The determinant is linear in that row, so \(\sum_yH(x_k,y)\) can be taken inside, where it produces \((H\psi_j)(x_k)\). Thus \(\mathcal H\Psi\) is a sum over \(k\) of determinants with \(H\psi_j\) in row \(k\). In the proof, `h1` and `h2` identify the two row replacements.

```lean
/-- The total Hamiltonian turns the determinant into a sum of determinants, in each of
which one row holds the values of `H ψ_j` in place of `ψ_j`. -/
theorem totalHamiltonian_ansatz (H : Matrix X X ℝ) (ψ : n → X → ℝ) (x : n → X) :
    totalHamiltonian H (totalAnsatz ψ) x =
      ∑ k, det (of fun i j => (if i = k then H *ᵥ ψ j else ψ j) (x i)) := by
  unfold totalHamiltonian
  refine Finset.sum_congr rfl fun k _ => ?_
  let M : Matrix n n ℝ := of fun i j => ψ j (x i)
  have h1 : ∀ y, totalAnsatz ψ (Function.update x k y) =
      (M.updateRow k fun j => ψ j y).det := by
    intro y
    unfold totalAnsatz
    congr 1
    ext i j
    by_cases h : i = k <;> simp [M, updateRow_apply, Function.update_apply, h]
  have h2 : (of fun i j => (if i = k then H *ᵥ ψ j else ψ j) (x i)) =
      M.updateRow k fun j => (H *ᵥ ψ j) (x k) := by
    ext i j
    by_cases h : i = k <;> simp [M, updateRow_apply, h]
  rw [h2]
  simp only [h1, det_updateRow_expand, mulVec, dotProduct, Finset.mul_sum, Finset.sum_mul]
  rw [Finset.sum_comm]
  exact Finset.sum_congr rfl fun j _ => Finset.sum_congr rfl fun y _ => by ring
```

Pair the \(k\)-th determinant with \(\Psi\). For each \(\sigma\), undoing the row permutation leaves \(S\) with row \(\sigma(k)\) replaced by the same row of \(E\). Summing over \(k\) makes the relabelling \(k\to\sigma(k)\) harmless (`Equiv.sum_comp`), so every permutation contributes equally:
\[
\langle\Psi,\mathcal H\Psi\rangle
=K!\sum_{k,j}E_{kj}\operatorname{adj}(S)_{jk}
=K!\operatorname{tr}(\operatorname{adj}(S)E).
\]
Linear independence has not been used so far.

```lean
/-- The unnormalised energy of the total ansatz is `K!` times the trace of the adjugate
of `S` times the Hamiltonian matrix. -/
theorem ansatz_energy (H : Matrix X X ℝ) (ψ : n → X → ℝ) :
    totalAnsatz ψ ⬝ᵥ totalHamiltonian H (totalAnsatz ψ) =
      ((Fintype.card n).factorial : ℝ) *
        trace ((overlap ψ).adjugate * energyMatrix H ψ) := by
  calc totalAnsatz ψ ⬝ᵥ totalHamiltonian H (totalAnsatz ψ)
      = ∑ k, ∑ x : n → X, totalAnsatz ψ x *
          det (of fun i j => (if i = k then H *ᵥ ψ j else ψ j) (x i)) := by
        simp only [dotProduct, totalHamiltonian_ansatz, Finset.mul_sum]
        exact Finset.sum_comm
    _ = ∑ k, ∑ σ : Equiv.Perm n,
          ((overlap ψ).updateRow (σ k) (energyMatrix H ψ (σ k))).det := by
        refine Finset.sum_congr rfl fun k _ => ?_
        refine (ansatz_pairing ψ (fun i j => if i = k then H *ᵥ ψ j else ψ j)).trans ?_
        refine Finset.sum_congr rfl fun σ _ => ?_
        rw [← sign_mul_det_perm σ ((overlap ψ).updateRow (σ k) (energyMatrix H ψ (σ k)))]
        congr 2
        ext i j
        by_cases h : i = k <;> simp [updateRow_apply, overlap, energyMatrix, h]
    _ = ∑ _σ : Equiv.Perm n, ∑ k,
          ((overlap ψ).updateRow k (energyMatrix H ψ k)).det := by
        -- each permutation only relabels the copies
        rw [Finset.sum_comm]
        exact Finset.sum_congr rfl fun σ _ => Equiv.sum_comp σ
          (fun k => ((overlap ψ).updateRow k (energyMatrix H ψ k)).det)
    _ = _ := by
        rw [trace_mul_comm]
        simp only [Finset.sum_const, Finset.card_univ, Fintype.card_perm, nsmul_eq_mul,
          det_updateRow_expand, trace, diag_apply, mul_apply]
```

## Independence makes the overlap matrix invertible

By linearity, \(\langle f,\sum_jc_j\psi_j\rangle=\sum_j\langle f,\psi_j\rangle c_j\).

```lean
omit [DecidableEq n] in
/-- The inner product with a superposition is the superposition of the inner products. -/
theorem dot_superposition (ψ : n → X → ℝ) (f : X → ℝ) (c : n → ℝ) :
    f ⬝ᵥ (∑ j, c j • ψ j) = ∑ j, (f ⬝ᵥ ψ j) * c j := by
  simp only [dotProduct, Finset.sum_apply, Pi.smul_apply, smul_eq_mul, Finset.mul_sum,
    Finset.sum_mul]
  rw [Finset.sum_comm]
  exact Finset.sum_congr rfl fun j _ => Finset.sum_congr rfl fun y _ => by ring
```

With \(f=\psi_i\) this reads \((Sc)_i=\langle\psi_i,\sum_jc_j\psi_j\rangle\). If \(\det S\ne0\) and \(\sum_jc_j\psi_j=0\), then \(Sc=0\) and \(c=0\). Conversely, if \(\det S=0\), some \(c\ne0\) has \(Sc=0\), and
\[
\Bigl\|\sum_jc_j\psi_j\Bigr\|^2=\sum_i c_i(Sc)_i=0,
\]
so the states are dependent.

```lean
/-- The overlap matrix has nonzero determinant exactly when the states are linearly
independent. -/
theorem overlap_det_ne_zero_iff (ψ : n → X → ℝ) :
    (overlap ψ).det ≠ 0 ↔ LinearIndependent ℝ ψ := by
  have hv : ∀ (c : n → ℝ) (i : n),
      (overlap ψ *ᵥ c) i = ψ i ⬝ᵥ (∑ j, c j • ψ j) :=
    fun c i => (dot_superposition ψ (ψ i) c).symm
  rw [Fintype.linearIndependent_iff]
  constructor
  · intro hdet c hc i
    have h0 : overlap ψ *ᵥ c = 0 := by
      ext i
      rw [hv, hc]
      simp
    exact congrFun (eq_zero_of_mulVec_eq_zero hdet h0) i
  · intro hli hdet
    obtain ⟨c, hc0, hc⟩ := exists_mulVec_eq_zero_iff.mpr hdet
    -- a null vector of S gives a superposition orthogonal to itself
    have hself : (∑ j, c j • ψ j) ⬝ᵥ (∑ j, c j • ψ j) = 0 := by
      rw [dot_superposition ψ (∑ j, c j • ψ j) c]
      refine Finset.sum_eq_zero fun i _ => ?_
      rw [dotProduct_comm, ← hv, hc]
      simp
    exact hc0 (funext (hli c (dotProduct_self_eq_zero.mp hself)))
```

## The total energy as a trace

For linearly independent states, \(\langle\Psi,\Psi\rangle\) is a sum of squares equal to the nonzero number \(K!\det S\), hence positive. Dividing, and using \(S^{-1}=\operatorname{adj}(S)/\det S\),
\[
\frac{\langle\Psi,\mathcal H\Psi\rangle}{\langle\Psi,\Psi\rangle}
=\frac{K!\operatorname{tr}(\operatorname{adj}(S)E)}{K!\det S}
=\operatorname{tr}(S^{-1}E).
\]
The theorem states the positivity, the norm and the quotient together, with `LinearIndependent ℝ ψ` as its only hypothesis. In variational Monte Carlo for excited states, the identity gives a total energy for several states without orthogonalising them, here for real states on a finite space with full sums in place of sampling. If the states are not orthogonal, this total energy is in general not the sum of their separate expectation values \(E_{jj}/S_{jj}\). The theorem is an identity for given states, not a bound on eigenvalues.

```lean
/-- For linearly independent states the total ansatz has positive squared norm `K! det S`,
and its Rayleigh quotient is the trace of `S⁻¹` times the Hamiltonian matrix. -/
theorem rayleigh_ansatz (H : Matrix X X ℝ) (ψ : n → X → ℝ) (hψ : LinearIndependent ℝ ψ) :
    0 < totalAnsatz ψ ⬝ᵥ totalAnsatz ψ ∧
    totalAnsatz ψ ⬝ᵥ totalAnsatz ψ =
      ((Fintype.card n).factorial : ℝ) * (overlap ψ).det ∧
    rayleigh H (totalAnsatz ψ) = trace ((overlap ψ)⁻¹ * energyMatrix H ψ) := by
  have hS := (overlap_det_ne_zero_iff ψ).mpr hψ
  have hK : ((Fintype.card n).factorial : ℝ) ≠ 0 :=
    Nat.cast_ne_zero.mpr (Nat.factorial_ne_zero _)
  refine ⟨?_, ansatz_norm_sq ψ, ?_⟩
  · refine lt_of_le_of_ne (Finset.sum_nonneg fun x _ => mul_self_nonneg _) (Ne.symm ?_)
    rw [ansatz_norm_sq]
    exact mul_ne_zero hK hS
  · unfold rayleigh
    rw [ansatz_energy, ansatz_norm_sq, mul_div_mul_left _ _ hK, inv_def,
      Ring.inverse_eq_inv', Matrix.smul_mul, trace_smul, smul_eq_mul, div_eq_inv_mul]
```

Suppose also that \(H\) maps the states into their own span, \(H\psi_j=\sum_i\Lambda_{ij}\psi_i\). Then \(E=S\Lambda\), so \(S^{-1}E=\Lambda\) and the total energy is \(\operatorname{tr}\Lambda\). When each \(\psi_j\) is an eigenstate, \(\Lambda\) is diagonal and the trace is the sum of their energies.

```lean
/-- If `H` maps linearly independent states into their own span, `H ψ_j = ∑ i, Λ_ij ψ_i`,
then `S⁻¹` times the Hamiltonian matrix is `Λ`, and the Rayleigh quotient of the total
ansatz is the trace of `Λ`. -/
theorem rayleigh_invariant_subspace (H : Matrix X X ℝ) (ψ : n → X → ℝ)
    (hψ : LinearIndependent ℝ ψ) (Λ : Matrix n n ℝ)
    (hΛ : ∀ j, H *ᵥ ψ j = ∑ i, Λ i j • ψ i) :
    (overlap ψ)⁻¹ * energyMatrix H ψ = Λ ∧ rayleigh H (totalAnsatz ψ) = trace Λ := by
  have hS := (overlap_det_ne_zero_iff ψ).mpr hψ
  have hE : energyMatrix H ψ = overlap ψ * Λ := by
    ext i j
    simp only [energyMatrix, overlap, of_apply, mul_apply]
    rw [hΛ j]
    exact dot_superposition ψ (ψ i) (fun k => Λ k j)
  have h : (overlap ψ)⁻¹ * energyMatrix H ψ = Λ := by
    rw [hE, ← Matrix.mul_assoc, nonsing_inv_mul _ (isUnit_iff_ne_zero.mpr hS),
      Matrix.one_mul]
  exact ⟨h, by rw [(rayleigh_ansatz H ψ hψ).2.2, h]⟩

end

end DeterminantExcitedStates
```

```lean
#print axioms DeterminantExcitedStates.overlap_det_ne_zero_iff
#print axioms DeterminantExcitedStates.rayleigh_invariant_subspace
```

```
'DeterminantExcitedStates.overlap_det_ne_zero_iff' depends on axioms: [propext, Classical.choice, Quot.sound]
'DeterminantExcitedStates.rayleigh_invariant_subspace' depends on axioms: [propext, Classical.choice, Quot.sound]
```
